# The Schmidt rank of a graph state is 2 to the binary rank of the adjacency block across the cut

Take two qubits joined by one edge. With bits a and b, the graph state has amplitudes ½(−1)^(ab). Up to the factor ½, they form the matrix

1  1
1 −1

Its rows are independent, so the state needs two product terms. Without the edge both rows are 1 1, and one product suffices. An edge entangles by making the sign pattern seen by one qubit depend on the other.

For a larger graph, split the qubits into finite sets A and B. How many product vectors are needed to write the state across this cut? Let G be the adjacency block between A and B, with entries in Z/2. The answer is 2^(rank G), with the rank computed modulo 2, whatever the edges inside A and inside B.

```lean
import Mathlib

open Matrix

namespace GraphStateEntanglement

noncomputable section

variable {A B : Type*} [Fintype A] [Fintype B]
```

## Signs, amplitudes and product terms

A bit x gives the sign (−1)^x. Here `sgn` means this, not the sign of a real number.

```lean
/-- The sign `(-1)^x` of a bit `x`. -/
def sgn (x : ZMod 2) : ℂ := (-1) ^ x.val
```

From now on a and b are bit strings on A and B. The edges across the cut contribute the complex matrix

M(a,b) = (−1)^(a·Gb).

```lean
/-- The matrix of signs `(-1)^(a · G b)`, with rows and columns labelled by the bit strings
of the two parties. -/
def cutMatrix (G : Matrix A B (ZMod 2)) : Matrix (A → ZMod 2) (B → ZMod 2) ℂ :=
  Matrix.of fun a b => sgn (a ⬝ᵥ G *ᵥ b)
```

Let J and K list the edges inside A and inside B, each edge once; a symmetric adjacency matrix would count every edge twice and cancel it. The normalised amplitudes are

ψ(a,b) = 2^(−(|A|+|B|)/2) (−1)^(a·Ja + b·Kb + a·Gb).

The theorems accept any binary J and K; a diagonal entry is a Pauli Z on that qubit. This formula is the starting point: its derivation from controlled-Z gates acting on |+⟩ states is not formalised.

```lean
/-- Amplitudes of the graph state on the qubits `A` and `B`: `J` and `K` list each edge inside
`A` and inside `B` once, and `G` is the adjacency block between `A` and `B`. -/
def graphState (J : Matrix A A (ZMod 2)) (K : Matrix B B (ZMod 2)) (G : Matrix A B (ZMod 2))
    (a : A → ZMod 2) (b : B → ZMod 2) : ℂ :=
  (((Real.sqrt 2 : ℝ) : ℂ) ^ (Fintype.card A + Fintype.card B))⁻¹ *
    sgn (a ⬝ᵥ J *ᵥ a + b ⬝ᵥ K *ᵥ b + a ⬝ᵥ G *ᵥ b)
```

A sum of r products has the form

ψ(a,b) = Σₖ uₖ(a) vₖ(b), with k running over r values.

The Schmidt rank is taken to be the least such r. Textbooks usually count nonzero Schmidt coefficients, which gives the same number.

```lean
/-- The two-party vector `ψ` is a sum of `r` product vectors. -/
def IsSumOfProducts {X Y : Type*} (ψ : X → Y → ℂ) (r : ℕ) : Prop :=
  ∃ (u : Fin r → X → ℂ) (v : Fin r → Y → ℂ), ∀ x y, ψ x y = ∑ k, u k x * v k y
```

## Cancellation of signs

Addition modulo 2 changes an exponent only by an even number, so

(−1)^(x+y) = (−1)^x (−1)^y.

```lean
/-- The sign of a sum of bits is the product of their signs. -/
theorem sgn_add (x y : ZMod 2) : sgn (x + y) = sgn x * sgn y := by
  unfold sgn
  rw [ZMod.val_add, ← neg_one_pow_eq_pow_mod_two, pow_add]
```

Since x + x = 0 in Z/2, every sign squares to one.

```lean
/-- The sign of a bit squares to one. -/
theorem sgn_mul_self (x : ZMod 2) : sgn x * sgn x = 1 := by
  rw [← sgn_add, CharTwo.add_self_eq_zero]
  simp [sgn]
```

Let c ≠ 0 be a bit string on B, with cᵢ = 1, and let S = Σ_b (−1)^(c·b). Flipping bit i permutes the strings b and reverses every sign. Hence S = −S, and S = 0. In Lean, `Equiv.sum_comp` performs the flip.

```lean
/-- For a nonzero bit string `c`, the signs `(-1)^(c · b)` cancel in the sum over all `b`. -/
theorem sum_sgn_eq_zero [DecidableEq B] {c : B → ZMod 2} (hc : c ≠ 0) :
    ∑ b : B → ZMod 2, sgn (c ⬝ᵥ b) = 0 := by
  obtain ⟨i, hi⟩ := Function.ne_iff.mp hc
  have key : ∀ x : ZMod 2, x ≠ 0 → x = 1 := by decide
  have h1 : c i = 1 := key _ hi
  have hs : sgn 1 = -1 := by
    have hv : (1 : ZMod 2).val = 1 := by decide
    rw [sgn, hv, pow_one]
  -- flipping bit `i` reverses every sign
  have h : ∑ b : B → ZMod 2, sgn (c ⬝ᵥ b) = ∑ b : B → ZMod 2, -sgn (c ⬝ᵥ b) := by
    refine (Equiv.sum_comp (Equiv.addRight (Pi.single i (1 : ZMod 2)))
      (fun b : B → ZMod 2 => sgn (c ⬝ᵥ b))).symm.trans ?_
    refine Finset.sum_congr rfl fun b _ => ?_
    rw [Equiv.coe_addRight, dotProduct_add, dotProduct_single, h1, mul_one, sgn_add, hs]
    ring
  rw [Finset.sum_neg_distrib] at h
  linear_combination h / 2
```

Let H(c,b) = (−1)^(c·b), the sign matrix for G = 1. Then

(H²)(c,d) = Σ_b (−1)^((c+d)·b).

For c = d every term is 1 and the sum is 2^|B|. Otherwise c + d ≠ 0 and the sum vanishes. Thus H² = 2^|B| · 1.

```lean
/-- With both parties labelled by `B` and each qubit joined only to the one with the same label
across the cut (`G = 1`), the sign matrix squares to `2^|B|` times the identity. -/
theorem cutMatrix_one_mul_self [DecidableEq B] :
    cutMatrix (1 : Matrix B B (ZMod 2)) * cutMatrix (1 : Matrix B B (ZMod 2)) =
      (2 : ℂ) ^ Fintype.card B • (1 : Matrix (B → ZMod 2) (B → ZMod 2) ℂ) := by
  ext c d
  have h : ∀ b : B → ZMod 2, sgn (c ⬝ᵥ b) * sgn (b ⬝ᵥ d) = sgn ((c + d) ⬝ᵥ b) := by
    intro b
    rw [add_dotProduct, sgn_add, dotProduct_comm b d]
  simp only [Matrix.mul_apply, cutMatrix, Matrix.of_apply, Matrix.one_mulVec, h,
    Matrix.smul_apply, smul_eq_mul]
  by_cases hcd : c = d
  · subst hcd
    have h0 : c + c = 0 := by
      funext i
      exact CharTwo.add_self_eq_zero (c i)
    rw [h0]
    simp [sgn, ZMod.card]
  · have key : ∀ x y : ZMod 2, x + y = 0 → x = y := by decide
    have h0 : c + d ≠ 0 := fun h0 => hcd (funext fun i => key _ _ (congrFun h0 i))
    rw [sum_sgn_eq_zero h0, Matrix.one_apply_ne hcd, mul_zero]
```

## Counting the distinct rows

Moving G to the other side of the dot product gives

a·Gb = (Gᵀa)·b.

Row a of M is therefore row Gᵀa of H. The possible labels Gᵀa form a vector space over Z/2 of dimension rank Gᵀ = rank G, so there are 2^(rank G) of them.

```lean
/-- The bit strings of the form `Gᵀ a` number `2^(rank G)`. -/
theorem card_range_transpose (G : Matrix A B (ZMod 2)) :
    Nat.card (LinearMap.range Gᵀ.mulVecLin) = 2 ^ G.rank := by
  rw [Module.natCard_eq_pow_finrank (K := ZMod 2), Nat.card_zmod, ← Matrix.rank_transpose G,
    Matrix.rank]
```

H is invertible, with inverse 2^(−|B|) H, so its rows are linearly independent. The rows of M are exactly those with labels in the range of Gᵀ, as `hrow` and `hr` record. Their span has dimension 2^(rank G), which is the complex rank of M.

```lean
/-- The complex matrix with entries `(-1)^(a · G b)` has rank `2^(rank G)`, where the rank of
`G` is taken over the field of two elements. -/
theorem rank_cutMatrix [DecidableEq B] (G : Matrix A B (ZMod 2)) :
    (cutMatrix G).rank = 2 ^ G.rank := by
  classical
  have hinv : cutMatrix (1 : Matrix B B (ZMod 2)) *
      (((2 : ℂ) ^ Fintype.card B)⁻¹ • cutMatrix (1 : Matrix B B (ZMod 2))) = 1 := by
    rw [Matrix.mul_smul, cutMatrix_one_mul_self, smul_smul,
      inv_mul_cancel₀ (pow_ne_zero _ two_ne_zero), one_smul]
  have hunit : IsUnit (cutMatrix (1 : Matrix B B (ZMod 2))) :=
    ⟨⟨_, _, hinv, mul_eq_one_comm.mp hinv⟩, rfl⟩
  have hli := (Matrix.linearIndependent_rows_of_isUnit hunit).comp
    (Subtype.val : LinearMap.range Gᵀ.mulVecLin → B → ZMod 2) Subtype.val_injective
  -- row `a` depends on `a` only through `Gᵀ a`
  have hrow : ∀ a, (cutMatrix G).row a =
      (cutMatrix (1 : Matrix B B (ZMod 2))).row (Gᵀ *ᵥ a) := by
    intro a
    funext b
    change sgn (a ⬝ᵥ G *ᵥ b) = sgn ((Gᵀ *ᵥ a) ⬝ᵥ (1 : Matrix B B (ZMod 2)) *ᵥ b)
    rw [Matrix.one_mulVec, Matrix.mulVec_transpose, Matrix.dotProduct_mulVec]
  have hr : Set.range (cutMatrix G).row =
      Set.range ((cutMatrix (1 : Matrix B B (ZMod 2))).row ∘
        (Subtype.val : LinearMap.range Gᵀ.mulVecLin → B → ZMod 2)) := by
    ext f
    constructor
    · rintro ⟨a, rfl⟩
      exact ⟨⟨Gᵀ *ᵥ a, a, rfl⟩, (hrow a).symm⟩
    · rintro ⟨⟨_, a, rfl⟩, rfl⟩
      exact ⟨a, hrow a⟩
  have : Fintype (LinearMap.range Gᵀ.mulVecLin) := Fintype.ofFinite _
  rw [Matrix.rank_eq_finrank_span_row, hr, finrank_span_eq_card hli,
    ← Nat.card_eq_fintype_card, card_range_transpose]
```

## From matrix rank to Schmidt rank

Write N = 2^((|A|+|B|)/2), s(a) = (−1)^(a·Ja) and t(b) = (−1)^(b·Kb). For each w in the range of Gᵀ, set

u_w(a) = s(a)/N if Gᵀa = w, and 0 otherwise,
v_w(b) = t(b) (−1)^(w·b).

For given a only w = Gᵀa contributes, so these 2^(rank G) products sum to ψ.

Conversely, suppose that r products sum to ψ. Since s² = t² = 1,

M(a,b) = Σₖ [N s(a) uₖ(a)] [t(b) vₖ(b)].

This factors M through dimension r, so r ≥ rank M = 2^(rank G). `IsLeast` combines the two halves.

```lean
/-- The Schmidt rank of a graph state, the least number of product vectors that sum to it, is
`2^(rank G)`, with `G` the adjacency block across the cut. -/
theorem schmidtRank_graphState [DecidableEq B] (J : Matrix A A (ZMod 2))
    (K : Matrix B B (ZMod 2)) (G : Matrix A B (ZMod 2)) :
    IsLeast {r | IsSumOfProducts (graphState J K G) r} (2 ^ G.rank) := by
  classical
  -- edges inside a party only contribute local signs
  obtain ⟨N, hN, hψ⟩ : ∃ N : ℂ, N ≠ 0 ∧ ∀ a b, graphState J K G a b =
      N⁻¹ * (sgn (a ⬝ᵥ J *ᵥ a) * sgn (b ⬝ᵥ K *ᵥ b) * sgn (a ⬝ᵥ G *ᵥ b)) :=
    ⟨((Real.sqrt 2 : ℝ) : ℂ) ^ (Fintype.card A + Fintype.card B),
      pow_ne_zero _ (Complex.ofReal_ne_zero.mpr (by positivity)),
      fun a b => by simp only [graphState, sgn_add]⟩
  constructor
  · -- one product term for each value of `Gᵀ a`
    let e := Finite.equivFinOfCardEq (card_range_transpose G)
    refine ⟨fun k a => if Gᵀ *ᵥ a = (e.symm k).val then N⁻¹ * sgn (a ⬝ᵥ J *ᵥ a) else 0,
      fun k b => sgn (b ⬝ᵥ K *ᵥ b) * sgn ((e.symm k).val ⬝ᵥ b), fun a b => ?_⟩
    obtain ⟨w, hw⟩ : ∃ w : LinearMap.range Gᵀ.mulVecLin, w.val = Gᵀ *ᵥ a :=
      ⟨⟨Gᵀ.mulVecLin a, a, rfl⟩, rfl⟩
    rw [Finset.sum_eq_single (e w)]
    · beta_reduce
      rw [Equiv.symm_apply_apply, if_pos hw.symm, hw, hψ, Matrix.dotProduct_mulVec a G b,
        Matrix.mulVec_transpose]
      ring
    · intro k _ hk
      beta_reduce
      rw [if_neg, zero_mul]
      intro h
      apply hk
      rw [← Equiv.symm_apply_eq]
      exact Subtype.ext (h.symm.trans hw.symm)
    · intro h
      exact absurd (Finset.mem_univ _) h
  · -- `r` product terms factor the sign matrix through dimension `r`
    rintro r ⟨u, v, huv⟩
    have hfac : cutMatrix G =
        (Matrix.of fun a k => N * sgn (a ⬝ᵥ J *ᵥ a) * u k a : Matrix _ (Fin r) ℂ) *
        (Matrix.of fun k b => sgn (b ⬝ᵥ K *ᵥ b) * v k b : Matrix (Fin r) _ ℂ) := by
      ext a b
      have h1 : ∑ k, N * sgn (a ⬝ᵥ J *ᵥ a) * u k a * (sgn (b ⬝ᵥ K *ᵥ b) * v k b) =
          N * sgn (a ⬝ᵥ J *ᵥ a) * sgn (b ⬝ᵥ K *ᵥ b) * graphState J K G a b := by
        rw [huv, Finset.mul_sum]
        exact Finset.sum_congr rfl fun k _ => by ring
      rw [Matrix.mul_apply]
      simp only [Matrix.of_apply]
      rw [h1, hψ]
      change sgn (a ⬝ᵥ G *ᵥ b) = _
      have hs := sgn_mul_self (a ⬝ᵥ J *ᵥ a)
      have ht := sgn_mul_self (b ⬝ᵥ K *ᵥ b)
      generalize sgn (a ⬝ᵥ J *ᵥ a) = s at *
      generalize sgn (b ⬝ᵥ K *ᵥ b) = t at *
      generalize sgn (a ⬝ᵥ G *ᵥ b) = g at *
      calc g = (N * N⁻¹) * (s * s) * (t * t) * g := by
            rw [mul_inv_cancel₀ hN, hs, ht]; simp
        _ = _ := by ac_rfl
    rw [← rank_cutMatrix G, hfac]
    refine (Matrix.rank_mul_le_left _ _).trans ((Matrix.rank_le_card_width _).trans ?_)
    rw [Fintype.card_fin]
```

If the qubits are ordered in a line with A before B, this is the smallest possible bond dimension at the cut in an exact matrix-product representation of the graph state with open boundaries.

The same cancellation gives the entanglement entropy, a consequence left unformalised here. The u_w have disjoint supports and the v_w are orthogonal. Each support is a coset of the kernel of Gᵀ, so the u_w all have the same norm, and so do the v_w. Hence all nonzero Schmidt coefficients equal 2^(−rank G/2), and the entropy is rank G bits.

## Product states across the cut

If one product suffices, then 2^(rank G) ≤ 1, so rank G = 0. Applying G to each unit bit string shows that every column vanishes, and G = 0. Conversely, G = 0 gives Schmidt rank 1.

```lean
/-- A graph state is a product vector across the cut exactly when no edge crosses the cut. -/
theorem isProduct_iff_no_edges [DecidableEq B] (J : Matrix A A (ZMod 2))
    (K : Matrix B B (ZMod 2)) (G : Matrix A B (ZMod 2)) :
    IsSumOfProducts (graphState J K G) 1 ↔ G = 0 := by
  have hmain := schmidtRank_graphState J K G
  constructor
  · intro h
    have hle : 2 ^ G.rank ≤ 1 := hmain.2 h
    have h0 : G.rank = 0 := by
      by_contra hne
      exact absurd hle (not_le_of_gt (Nat.one_lt_two_pow hne))
    rw [Matrix.rank, Submodule.finrank_eq_zero, LinearMap.range_eq_bot] at h0
    ext i j
    have hij := congrFun (LinearMap.congr_fun h0 (Pi.single j 1)) i
    simpa using hij
  · rintro rfl
    simpa using hmain.1

end

end GraphStateEntanglement
```

```lean
#print axioms GraphStateEntanglement.schmidtRank_graphState
#print axioms GraphStateEntanglement.isProduct_iff_no_edges
```

```
'GraphStateEntanglement.schmidtRank_graphState' depends on axioms: [propext, Classical.choice, Quot.sound]
'GraphStateEntanglement.isProduct_iff_no_edges' depends on axioms: [propext, Classical.choice, Quot.sound]
```
